# Absolute convergence of a Gaussian-weighted sum over a one-dimensional lattice

Each site n of an infinite one-dimensional lattice, labelled by the integers, contributes a complex factor z(n) times the Gaussian weight exp(−c n²). The lemma states that if c > 0 and every factor has modulus at most one, the sum of the moduli of these contributions over all integers converges. The factors need not be pure phases, and no normalisation of the sum is assumed. The proof bounds each modulus by its Gaussian weight, then uses n ≤ n² to compare the weights on the natural numbers with a geometric series of ratio exp(−c). The two half-lines are then combined to cover all integers.

The failing Lean file:

```lean
import Mathlib

open Finset

namespace SummableNormGaussTerm

noncomputable section

/-- The contribution of lattice site `n`: a complex factor `z n` times the Gaussian weight
`exp (-c n²)`. -/
def gaussTerm (c : ℝ) (z : ℤ → ℂ) (n : ℤ) : ℂ :=
  z n * ((Real.exp (-c * (n : ℝ) ^ 2) : ℝ) : ℂ)

/-- If the factors have modulus at most one, each term is bounded by its Gaussian weight. -/
theorem norm_gaussTerm_le (c : ℝ) (z : ℤ → ℂ) (hz : ∀ n, ‖z n‖ ≤ 1) (n : ℤ) :
    ‖gaussTerm c z n‖ ≤ Real.exp (-c * (n : ℝ) ^ 2) := by
  rw [gaussTerm, norm_mul, Complex.norm_real, Real.norm_eq_abs, abs_of_pos (Real.exp_pos _)]
  exact mul_le_of_le_one_left (Real.exp_pos _).le (hz n)

/-- For `c > 0` and factors of modulus at most one, the lattice sum converges absolutely. -/
theorem summable_norm_gaussTerm {c : ℝ} (hc : 0 < c) (z : ℤ → ℂ) (hz : ∀ n, ‖z n‖ ≤ 1) :
    Summable (fun n : ℤ => ‖gaussTerm c z n‖) := by
  -- on each half-line, compare with a geometric series through `n ≤ n²`
  have key : Summable (fun n : ℕ => Real.exp (-c * (n : ℝ) ^ 2)) := by
    refine Summable.of_nonneg_of_le (fun n => (Real.exp_pos _).le) (fun n => ?_)
      (summable_geometric_of_lt_one (Real.exp_pos (-c)).le
        (Real.exp_lt_one (by linarith)))
    rw [← Real.exp_nat_mul]
    apply Real.exp_le_exp.mpr
    have h : (n : ℝ) ≤ (n : ℝ) ^ 2 := by
      exact_mod_cast Nat.le_self_pow two_ne_zero n
    nlinarith [mul_le_mul_of_nonneg_left h hc.le]
  have all : Summable (fun n : ℤ => Real.exp (-c * (n : ℝ) ^ 2)) :=
    Summable.of_nat_of_neg (by simpa using key) (by simpa using key)
  exact Summable.of_nonneg_of_le (fun _ => norm_nonneg _) (norm_gaussTerm_le c z hz) all

end

end SummableNormGaussTerm
```

Lean reports:

```
Main.lean:27:9: error(lean.unknownIdentifier): Unknown constant `Real.exp_lt_one`
```

Cause. The message says that Lean finds no constant called `Real.exp_lt_one` in the imported library. The name was meant to supply a proof that exp(−c) < 1, which `summable_geometric_of_lt_one` needs in order to conclude that the geometric series of ratio exp(−c) converges. The inequality itself is true for c > 0; only the reference to a lemma proving it fails.

The repair uses `Real.exp_lt_one_iff`, an equivalence between exp(x) < 1 and x < 0. Its reverse direction, selected by `.mpr`, turns a proof of x < 0 into a proof of exp(x) < 1. Here x is −c, so what remains is −c < 0, which `linarith` obtains from the hypothesis `hc : 0 < c`. The comparison with the geometric series and the rest of the proof are unchanged.

The repair, with which the file compiles:

```diff
@@ -25,5 +25,5 @@
     refine Summable.of_nonneg_of_le (fun n => (Real.exp_pos _).le) (fun n => ?_)
       (summable_geometric_of_lt_one (Real.exp_pos (-c)).le
-        (Real.exp_lt_one (by linarith)))
+        (Real.exp_lt_one_iff.mpr (by linarith)))
     rw [← Real.exp_nat_mul]
     apply Real.exp_le_exp.mpr
```
